# Two coupled configurations at large nuclear charge: the mixing weight stays fixed within a shell and falls as $1/Z^2$ between shells

I describe an ion by two configurations and measure their mixing by the weight of the second one in the lower eigenvector. That eigenvector is fixed only up to a sign, and I may choose the sign afresh at every nuclear charge $Z$, so I take the squared component. What puzzles me is the trend along an isoelectronic sequence. The coupling comes from electron repulsion and grows in proportion to $Z$, so I would expect more mixing in highly charged ions. Yet $2s^2$ and $2p^2$ are supposed to stay mixed in beryllium-like ions, while configurations from different shells separate. How can the same growing coupling do both?

## What counts is the coupling relative to the gap

I allow any lower eigenvector at each $Z$: a real unit vector whose energy is at most every eigenvalue. No sign convention or continuity in $Z$ is needed. Take the Hamiltonian

$$H(Z)=\begin{pmatrix} aZ^2+bZ & vZ\\ vZ & cZ^2+dZ\end{pmatrix},\qquad v\neq 0 .$$

In a nonrelativistic model with hydrogenic orbitals scaled to the nucleus, $a$ and $c$ come from the one-electron energies, $b$ and $d$ from the repulsion within each configuration, and $v$ from the repulsion that couples them. Two configurations with the same occupation of the principal shells have $a=c$. Their gap then grows at most in proportion to $Z$, so it cannot outgrow the coupling. If $a<c$, the gap grows as $Z^2$ and wins.

### The weight, derived from the orthogonal state

Write the matrix entries as $p,q,r$, with $q$ off the diagonal, and let $x=(x_0,x_1)$ be a lower state with energy $E$:

$$px_0+qx_1=Ex_0,\qquad qx_0+rx_1=Ex_1,\qquad x_0^2+x_1^2=1 .$$

The orthogonal vector $(-x_1,x_0)$ is the other eigenvector. Its energy is $p+r-E$, since the trace is $p+r$. The splitting $t=p+r-2E$ is therefore nonnegative. Expanding $H$ in its two eigenvectors gives

$$p=Ex_0^2+(E+t)x_1^2,\quad r=Ex_1^2+(E+t)x_0^2,\quad q=Ex_0x_1-(E+t)x_0x_1,$$

and hence

$$r-p=t(x_0^2-x_1^2),\qquad q=-t\,x_0x_1 .$$

Since $q\neq0$, we have $t>0$. Squaring and adding,

$$(r-p)^2+4q^2=t^2(x_0^2+x_1^2)^2=t^2 .$$

So $x_0^2-x_1^2=(r-p)/\sqrt{(r-p)^2+4q^2}$, and normalisation gives

$$x_1^2=\frac12\left(1-\frac{r-p}{\sqrt{(r-p)^2+4q^2}}\right).$$

For $H(Z)$ with $Z>0$, the gap is $r-p=Zg$ with $g=(c-a)Z+(d-b)$, and the coupling is $q=vZ$. One factor $Z$ cancels, so the weight $w=x_1^2$ is

$$w=\frac12\left(1-\frac{g}{\sqrt{g^2+4v^2}}\right).$$

If $a=c$, then $g=d-b$ and $w$ is the same at every $Z>0$.

If $a<c$, put $u=g/Z=(c-a)+(d-b)/Z$ and $S=\sqrt{u^2+4v^2/Z^2}$. Then $S>|u|$, and

$$Z^2w=Z^2\,\frac{S-u}{2S}=\frac{Z^2(S^2-u^2)}{2S(S+u)}=\frac{2v^2}{S(S+u)}\longrightarrow\frac{v^2}{(c-a)^2},$$

because $u$ and $S$ both tend to $c-a>0$.

### Two sequences that agree at $Z=3$

Subtracting the same energy from both diagonal entries leaves the eigenvectors unchanged, so I measure energies from the first configuration and set $a=b=0$. In arbitrary units, let $v=2$. Choose $c=0,\ d=3$ for a same-shell pair and $c=1,\ d=0$ for a pair from different shells. At $Z=3$ both Hamiltonians are

$$\begin{pmatrix}0&6\\6&9\end{pmatrix},$$

with eigenvalues $-3$ and $12$ and lower state $(2,-1)/\sqrt5$, so $w=1/5$. At $Z=30$ the same-shell weight is still $1/5$. The other has dropped to about $0.0044$, with $Z^2w\approx3.95$, close to its limit $4$.

### Reading the formal statement

`IsLowerState H x` is the definition above: normalisation, an eigenvalue equation, and minimality of the energy among all eigenvalues. It contains no formula for the weight. The components `x 0` and `x 1` are the amplitudes of the first and second configuration, and `hamiltonian a b c d v Z` is $H(Z)$.

In `mixing_limits`, `x` assigns a vector to every real $Z$, and `hx` requires a lower state whenever $Z>0$. `Tendsto … atTop` is the limit $Z\to\infty$. The theorem gives the two limits, one for `a = c` and one for `a < c`. `mixing_vanishes_iff` adds that, for `a ≤ c`, the weight tends to zero exactly when `a < c`. The constancy for $a=c$ can be read off from `weight_at_charge`.

The five coefficients are arbitrary real numbers apart from these conditions; the file does not compute them from orbitals. The model has two configurations and no relativistic terms, so the limit describes the matrix and not real ions of very high charge. For choosing a configuration-interaction basis along a sequence, it indicates, within this two-configuration model, that near-degenerate partners from the same shell should be kept at high $Z$ too.

In Lean 4 with Mathlib:

```lean
import Mathlib

open Filter Topology Matrix

namespace IsoelectronicMixing

noncomputable section

/-- A lower state of a real two-configuration Hamiltonian: a normalised eigenvector whose
energy does not exceed any eigenvalue. -/
def IsLowerState (H : Matrix (Fin 2) (Fin 2) ℝ) (x : Fin 2 → ℝ) : Prop :=
  x 0 ^ 2 + x 1 ^ 2 = 1 ∧
    ∃ E : ℝ, H *ᵥ x = E • x ∧ ∀ (μ : ℝ) (y : Fin 2 → ℝ), y ≠ 0 → H *ᵥ y = μ • y → E ≤ μ

/-- The two-configuration Hamiltonian at nuclear charge `Z`: configuration energies with
a quadratic and a linear term in `Z`, and a coupling linear in `Z`. -/
def hamiltonian (a b c d v Z : ℝ) : Matrix (Fin 2) (Fin 2) ℝ :=
  !![a * Z ^ 2 + b * Z, v * Z; v * Z, c * Z ^ 2 + d * Z]

/-- The eigenvalue equation of a symmetric two-level Hamiltonian, written in components. -/
theorem eigen_iff (p q r E : ℝ) (x : Fin 2 → ℝ) :
    !![p, q; q, r] *ᵥ x = E • x ↔
      p * x 0 + q * x 1 = E * x 0 ∧ q * x 0 + r * x 1 = E * x 1 := by
  simp [funext_iff, Fin.forall_fin_two, dotProduct, Fin.sum_univ_two]

/-- For nonzero coupling `q`, an explicit lower state of the two-level Hamiltonian with
diagonal energies `p` and `r`. -/
theorem lowerState_witness (p q r : ℝ) (hq : q ≠ 0) :
    let E := (p + r - √((r - p) ^ 2 + 4 * q ^ 2)) / 2
    let N := √(q ^ 2 + (E - p) ^ 2)
    IsLowerState !![p, q; q, r] ![q / N, (E - p) / N] := by
  intro E N
  have hs : √((r - p) ^ 2 + 4 * q ^ 2) ^ 2 = (r - p) ^ 2 + 4 * q ^ 2 :=
    Real.sq_sqrt (by positivity)
  -- E solves the secular equation
  have hE : (E - p) * (E - r) = q ^ 2 := by
    simp only [E]
    linear_combination hs / 4
  have hpos : 0 < q ^ 2 + (E - p) ^ 2 := by positivity
  have hN : N ^ 2 = q ^ 2 + (E - p) ^ 2 := Real.sq_sqrt hpos.le
  refine ⟨?_, E, (eigen_iff _ _ _ _ _).2 ⟨?_, ?_⟩, ?_⟩
  · show (q / N) ^ 2 + ((E - p) / N) ^ 2 = 1
    rw [div_pow, div_pow, ← add_div, hN]
    exact div_self hpos.ne'
  · show p * (q / N) + q * ((E - p) / N) = E * (q / N)
    ring
  · show q * (q / N) + r * ((E - p) / N) = E * ((E - p) / N)
    linear_combination (-(1 / N)) * hE
  · intro μ y hy hμ
    obtain ⟨h1, h2⟩ := (eigen_iff _ _ _ _ _).1 hμ
    -- every eigenvalue solves the secular equation
    have hdet : (μ - p) * (μ - r) = q ^ 2 := by
      by_contra hne
      have k0 : ((μ - p) * (μ - r) - q ^ 2) * y 0 = 0 := by
        linear_combination (-(μ - r)) * h1 - q * h2
      have k1 : ((μ - p) * (μ - r) - q ^ 2) * y 1 = 0 := by
        linear_combination (-(μ - p)) * h2 - q * h1
      apply hy
      funext i
      fin_cases i
      · exact (mul_eq_zero.1 k0).resolve_left (sub_ne_zero.2 hne)
      · exact (mul_eq_zero.1 k1).resolve_left (sub_ne_zero.2 hne)
    have hsq : (p + r - 2 * μ) ^ 2 = (r - p) ^ 2 + 4 * q ^ 2 := by
      linear_combination 4 * hdet
    have hle := (le_abs_self _).trans (Real.abs_le_sqrt hsq.le)
    show (p + r - √((r - p) ^ 2 + 4 * q ^ 2)) / 2 ≤ μ
    linarith

/-- For nonzero coupling, the weight of the second configuration in a lower state is fixed
by the energy gap `r - p` and the coupling `q`. -/
theorem lower_weight {p q r : ℝ} {x : Fin 2 → ℝ} (hq : q ≠ 0)
    (h : IsLowerState !![p, q; q, r] x) :
    x 1 ^ 2 = (1 - (r - p) / √((r - p) ^ 2 + 4 * q ^ 2)) / 2 := by
  obtain ⟨hn, E, hE, hmin⟩ := h
  obtain ⟨h1, h2⟩ := (eigen_iff _ _ _ _ _).1 hE
  -- the orthogonal vector is the other eigenvector, with energy p + r - E
  have hle : E ≤ p + r - E := by
    apply hmin _ ![-x 1, x 0]
    · intro h0
      have e0 : -x 1 = 0 := congrFun h0 0
      have e1 : x 0 = 0 := congrFun h0 1
      nlinarith
    · refine (eigen_iff _ _ _ _ _).2 ⟨?_, ?_⟩
      · show p * (-x 1) + q * x 0 = (p + r - E) * (-x 1)
        linear_combination h2
      · show q * (-x 1) + r * x 0 = (p + r - E) * x 0
        linear_combination -h1
  -- gap and coupling in terms of the level splitting
  have hd : r - p = (p + r - 2 * E) * (x 0 ^ 2 - x 1 ^ 2) := by
    linear_combination (-(r - p)) * hn - 2 * x 0 * h1 + 2 * x 1 * h2
  have hc : q = -(p + r - 2 * E) * (x 0 * x 1) := by
    linear_combination (-q) * hn + x 1 * h1 + x 0 * h2
  have ht : p + r - 2 * E ≠ 0 := by
    intro h0
    apply hq
    rw [hc, h0]
    ring
  have hsq : (r - p) ^ 2 + 4 * q ^ 2 = (p + r - 2 * E) ^ 2 := by
    calc (r - p) ^ 2 + 4 * q ^ 2
        = ((p + r - 2 * E) * (x 0 ^ 2 - x 1 ^ 2)) ^ 2
          + 4 * (-(p + r - 2 * E) * (x 0 * x 1)) ^ 2 := by rw [← hd, ← hc]
      _ = (p + r - 2 * E) ^ 2 * (x 0 ^ 2 + x 1 ^ 2) ^ 2 := by ring
      _ = (p + r - 2 * E) ^ 2 := by rw [hn]; ring
  have hq' : (r - p) / (p + r - 2 * E) = x 0 ^ 2 - x 1 ^ 2 := by
    rw [div_eq_iff ht]
    linear_combination hd
  rw [hsq, Real.sqrt_sq (by linarith), hq']
  linear_combination hn / 2

/-- At `Z > 0` and `v ≠ 0`, the weight of the second configuration in a lower state depends on `Z`
only through the reduced gap `(c - a) Z + (d - b)`. -/
theorem weight_at_charge {a b c d v Z : ℝ} {x : Fin 2 → ℝ} (hv : v ≠ 0) (hZ : 0 < Z)
    (h : IsLowerState (hamiltonian a b c d v Z) x) :
    x 1 ^ 2 = (1 - ((c - a) * Z + (d - b)) /
      √(((c - a) * Z + (d - b)) ^ 2 + 4 * v ^ 2)) / 2 := by
  have key := lower_weight (mul_ne_zero hv hZ.ne') h
  have e1 : c * Z ^ 2 + d * Z - (a * Z ^ 2 + b * Z) = Z * ((c - a) * Z + (d - b)) := by ring
  have e2 : (Z * ((c - a) * Z + (d - b))) ^ 2 + 4 * (v * Z) ^ 2
      = Z ^ 2 * (((c - a) * Z + (d - b)) ^ 2 + 4 * v ^ 2) := by ring
  rwa [e1, e2, Real.sqrt_mul (sq_nonneg Z), Real.sqrt_sq hZ.le,
    mul_div_mul_left _ _ hZ.ne'] at key

/-- Let `v ≠ 0` and follow lower states along the sequence. For `a = c` the weight of the
second configuration tends to a value set by `d - b` and `v`; for `a < c` the weight times
`Z ^ 2` tends to `v ^ 2 / (c - a) ^ 2`. -/
theorem mixing_limits {a b c d v : ℝ} (hv : v ≠ 0) (x : ℝ → Fin 2 → ℝ)
    (hx : ∀ Z > 0, IsLowerState (hamiltonian a b c d v Z) (x Z)) :
    (a = c → Tendsto (fun Z => x Z 1 ^ 2) atTop
      (𝓝 ((1 - (d - b) / √((d - b) ^ 2 + 4 * v ^ 2)) / 2))) ∧
    (a < c → Tendsto (fun Z => Z ^ 2 * x Z 1 ^ 2) atTop (𝓝 (v ^ 2 / (c - a) ^ 2))) := by
  constructor
  · -- same shell: the weight does not depend on Z
    intro hac
    refine tendsto_const_nhds.congr' ?_
    filter_upwards [eventually_gt_atTop 0] with Z hZ
    rw [weight_at_charge hv hZ (hx Z hZ), hac, sub_self, zero_mul, zero_add]
  · intro hac
    have hk : 0 < c - a := sub_pos.2 hac
    have hi : Tendsto (fun Z : ℝ => Z⁻¹) atTop (𝓝 0) := tendsto_inv_atTop_zero
    have hu : Tendsto (fun Z : ℝ => (c - a) + (d - b) * Z⁻¹) atTop (𝓝 (c - a)) := by
      have h := (hi.const_mul (d - b)).const_add (c - a)
      rwa [mul_zero, add_zero] at h
    have hS : Tendsto (fun Z : ℝ => √(((c - a) + (d - b) * Z⁻¹) ^ 2 + 4 * v ^ 2 * Z⁻¹ ^ 2))
        atTop (𝓝 (c - a)) := by
      have h := ((hu.pow 2).add ((hi.pow 2).const_mul (4 * v ^ 2))).sqrt
      have e : √((c - a) ^ 2 + 4 * v ^ 2 * 0 ^ 2) = c - a := by
        rw [zero_pow two_ne_zero, mul_zero, add_zero, Real.sqrt_sq hk.le]
      rwa [e] at h
    have hne : (c - a) * ((c - a) + (c - a)) ≠ 0 := (mul_pos hk (add_pos hk hk)).ne'
    have hlim := (tendsto_const_nhds (x := 2 * v ^ 2)).div (hS.mul (hS.add hu)) hne
    have e : 2 * v ^ 2 / ((c - a) * ((c - a) + (c - a))) = v ^ 2 / (c - a) ^ 2 := by
      rw [div_eq_div_iff hne (pow_pos hk 2).ne']
      ring
    rw [e] at hlim
    refine hlim.congr' ?_
    filter_upwards [eventually_gt_atTop 0] with Z hZ
    show 2 * v ^ 2 / (√(((c - a) + (d - b) * Z⁻¹) ^ 2 + 4 * v ^ 2 * Z⁻¹ ^ 2) *
      (√(((c - a) + (d - b) * Z⁻¹) ^ 2 + 4 * v ^ 2 * Z⁻¹ ^ 2) + ((c - a) + (d - b) * Z⁻¹)))
      = Z ^ 2 * x Z 1 ^ 2
    have hZi : Z * Z⁻¹ = 1 := mul_inv_cancel₀ hZ.ne'
    have hg : (c - a) * Z + (d - b) = Z * ((c - a) + (d - b) * Z⁻¹) := by
      calc (c - a) * Z + (d - b) = (c - a) * Z + (d - b) * (Z * Z⁻¹) := by rw [hZi, mul_one]
        _ = Z * ((c - a) + (d - b) * Z⁻¹) := by ring
    rw [weight_at_charge hv hZ (hx Z hZ), hg]
    generalize (c - a) + (d - b) * Z⁻¹ = u
    have hv2 : Z ^ 2 * (4 * v ^ 2 * Z⁻¹ ^ 2) = 4 * v ^ 2 := by
      calc Z ^ 2 * (4 * v ^ 2 * Z⁻¹ ^ 2) = 4 * v ^ 2 * (Z * Z⁻¹) ^ 2 := by ring
        _ = 4 * v ^ 2 := by rw [hZi, one_pow, mul_one]
    have hr : (Z * u) ^ 2 + 4 * v ^ 2 = Z ^ 2 * (u ^ 2 + 4 * v ^ 2 * Z⁻¹ ^ 2) := by
      rw [mul_add, hv2, mul_pow]
    rw [hr, Real.sqrt_mul (sq_nonneg Z), Real.sqrt_sq hZ.le, mul_div_mul_left _ _ hZ.ne']
    have hp : 0 < 4 * v ^ 2 * Z⁻¹ ^ 2 := by positivity
    have hS2 := Real.sq_sqrt (add_nonneg (sq_nonneg u) hp.le)
    have hS0 : 0 < √(u ^ 2 + 4 * v ^ 2 * Z⁻¹ ^ 2) :=
      Real.sqrt_pos.2 (add_pos_of_nonneg_of_pos (sq_nonneg u) hp)
    have hSu : -u < √(u ^ 2 + 4 * v ^ 2 * Z⁻¹ ^ 2) :=
      Real.lt_sqrt_of_sq_lt (by rw [neg_sq]; linarith)
    generalize √(u ^ 2 + 4 * v ^ 2 * Z⁻¹ ^ 2) = S at hS2 hS0 hSu ⊢
    -- rationalise the difference S - u
    have hdiff : Z ^ 2 * (S ^ 2 - u ^ 2) = 4 * v ^ 2 := by
      rw [hS2, add_sub_cancel_left, hv2]
    have hus : u / S * S = u := div_mul_cancel₀ u hS0.ne'
    rw [div_eq_iff (mul_pos hS0 (by linarith)).ne']
    generalize u / S = t at hus ⊢
    linear_combination (-1 / 2) * hdiff + Z ^ 2 / 2 * (S + u) * hus

/-- For `v ≠ 0` and `a ≤ c`, the weight of the second configuration in the lower state dies
out at large `Z` exactly when `a < c`. -/
theorem mixing_vanishes_iff {a b c d v : ℝ} (hv : v ≠ 0) (hac : a ≤ c) (x : ℝ → Fin 2 → ℝ)
    (hx : ∀ Z > 0, IsLowerState (hamiltonian a b c d v Z) (x Z)) :
    Tendsto (fun Z => x Z 1 ^ 2) atTop (𝓝 0) ↔ a < c := by
  obtain ⟨hsame, hinter⟩ := mixing_limits hv x hx
  constructor
  · intro h0
    refine lt_of_le_of_ne hac fun heq => ?_
    -- the same-shell limit is strictly positive
    have hl := tendsto_nhds_unique h0 (hsame heq)
    have hp : 0 < 4 * v ^ 2 := by positivity
    have hs : 0 < √((d - b) ^ 2 + 4 * v ^ 2) :=
      Real.sqrt_pos.2 (add_pos_of_nonneg_of_pos (sq_nonneg _) hp)
    have hlt : d - b < √((d - b) ^ 2 + 4 * v ^ 2) :=
      Real.lt_sqrt_of_sq_lt (by linarith)
    have h1 := (div_lt_one hs).2 hlt
    linarith
  · intro hlt
    have h := (hinter hlt).mul ((tendsto_inv_atTop_zero (𝕜 := ℝ)).pow 2)
    rw [zero_pow two_ne_zero, mul_zero] at h
    refine h.congr' ?_
    filter_upwards [eventually_gt_atTop 0] with Z hZ
    have hZi : Z * Z⁻¹ = 1 := mul_inv_cancel₀ hZ.ne'
    calc Z ^ 2 * x Z 1 ^ 2 * Z⁻¹ ^ 2 = x Z 1 ^ 2 * (Z * Z⁻¹) ^ 2 := by ring
      _ = x Z 1 ^ 2 := by rw [hZi, one_pow, mul_one]

end

end IsoelectronicMixing
```

```lean
#print axioms IsoelectronicMixing.weight_at_charge
-- 'IsoelectronicMixing.weight_at_charge' depends on axioms: [propext, Classical.choice, Quot.sound]
#print axioms IsoelectronicMixing.mixing_vanishes_iff
-- 'IsoelectronicMixing.mixing_vanishes_iff' depends on axioms: [propext, Classical.choice, Quot.sound]
```

### From the eigenvalue equation to the limits

`eigen_iff` turns the matrix equation into the two component equations. `lowerState_witness` normalises $(q,E-p)$, with $E$ the lower root of the secular equation, and checks that no eigenvalue lies below $E$. Since $vZ\neq0$ for $Z>0$, a lower state is available at every positive charge, and `hx` can be satisfied.

`lower_weight` is the derivation through the orthogonal state. Minimality is applied to `![-x 1, x 0]`, which gives $E\le p+r-E$. The steps `hd` and `hc` are the expressions for $r-p$ and $q$ in terms of the splitting; `linear_combination` obtains them from the component equations and normalisation. Then `hsq` identifies the expression under the root with $t^2$, and $t\ge0$ settles the sign of the root. `weight_at_charge` inserts the $Z$-dependence and cancels the common factor.

In `mixing_limits`, the same-shell case is the limit of a function that is constant for $Z>0$. For `a < c`, `hu` and `hS` are the limits of $u$ and $S$, and `hlim` combines them into the limit of $2v^2/(S(S+u))$. The rest shows that this quotient equals $Z^2w$ for positive $Z$, with `hdiff` supplying the rationalisation $Z^2(S^2-u^2)=4v^2$.

For `mixing_vanishes_iff`, suppose $w\to0$ with $a=c$. Uniqueness of limits would make the same-shell value zero, but it is positive because $d-b<\sqrt{(d-b)^2+4v^2}$. Conversely, if $a<c$, multiplying the convergent $Z^2w$ by $Z^{-2}$ gives $w\to0$.

### When the coupling vanishes

The equivalence fails if $v=0$ is allowed. Take $a=b=c=0$ and $d=1$, so that $H(Z)=\mathrm{diag}(0,Z)$. For $Z>0$ the lower state is $(\pm1,0)$ and $w=0$ throughout, although $a=c$. Being in the same shell stops the gap from growing faster than $Z$, but there must be a coupling for the configurations to mix.
